# Power iteration with a degenerate dominant eigenvalue: the start selects the limit

## Operator, projector and iterate

Let $E$ be a finite-dimensional real inner product space and $A$ a symmetric positive semidefinite linear map on it. Its largest eigenvalue $l>0$ may have any multiplicity, and $P$ is the orthogonal projector onto the eigenspace of $l$. The power iterates of a start $x$, defined as long as $A^kx\neq0$, are

$$x_k=\frac{A^kx}{\|A^kx\|},\qquad k=0,1,2,\dots$$

Normalising after every step gives the same vectors, since a positive factor passes through $A$ and drops out.

## Degenerate orbitals and the initial guess

Take a fixed, non-interacting one-particle Hamiltonian $H$, written as a real symmetric matrix in a finite orthonormal basis, and set $A=s-H$ with $s$ above the spectrum of $H$. The top eigenspace of $A$ is then the lowest level of $H$, and if that level is degenerate, the converged orbital depends on the guess.

## The limit in words and in Lean

The main theorem, `powerIterate_tendsto`, says that if $Px\neq0$, then $x_k\to Px/\|Px\|$. In Lean, `powerIterate A x k` is $x_k$, `topProjector A l` is $P$, and `direction v` is $v/\|v\|$. Semidefiniteness is `hpos`; `hl`, `hmax` and `hl0` say that $l$ is an eigenvalue, the largest one, and positive.

Two further theorems replace semidefiniteness by the weaker `IsDominant`: $l$ is a positive eigenvalue and every other eigenvalue is smaller than $l$ in modulus.

- `tendsto_iff_projection`: for a unit vector $v$ of the eigenspace, $x_k\to v$ exactly when $Px=cv$ with $c>0$. The start $x=v$ qualifies, so every such $v$ is a limit.
- `limit_depends_on_start`: if the eigenspace has dimension above one, there exist two starts whose limits are mutually orthogonal.

The theorems give no convergence rate, and they treat neither rounding nor complex Hermitian operators.

## Decay outside the top eigenspace

Write $x=Px+w$ with $w$ orthogonal to the eigenspace of $l$. Choose an orthonormal eigenbasis, $Ab_i=\mu_ib_i$. Then

$$l^{-k}A^kw=\sum_i\left(\frac{\mu_i}{l}\right)^k\langle b_i,w\rangle\,b_i .$$

If $\mu_i=l$, the coefficient $\langle b_i,w\rangle$ vanishes. Otherwise $\mu_i<l$, and $\mu_i=\langle b_i,Ab_i\rangle\ge0$, so $|\mu_i/l|<1$ and the term tends to zero. Since $A^kPx=l^kPx$,

$$l^{-k}A^kx=Px+l^{-k}A^kw\to Px .$$

The factor $l^{-k}>0$ does not change the direction, and normalisation is continuous away from zero. Hence $x_k\to Px/\|Px\|$.

## The starts that reach a given vector

Let $v$ be a unit vector of the eigenspace. If $Px=cv$ with $c>0$, the limit is $cv/\|cv\|=v$.

Conversely, let $x_k\to v$. If $Px$ were zero, then $\langle v,A^kx\rangle=l^k\langle v,x\rangle=0$ for all $k$. So $\langle v,x_k\rangle=0$ would hold along the whole sequence, while its limit is $\langle v,v\rangle=1$. Thus $Px\neq0$, and uniqueness of limits gives $Px=\|Px\|\,v$.

In a degenerate eigenspace, two orthonormal vectors taken as starts are their own limits.

## When $-l$ is also an eigenvalue

Without semidefiniteness the iteration can oscillate. For $A=\mathrm{diag}(1,-1)$ and $x=(1,1)$ we have $l=1$ and $Px=(1,0)\neq0$, but

$$x_k=\frac{(1,(-1)^k)}{\sqrt2}$$

has no limit. The example rules out allowing $-l$ as an eigenvalue; negative eigenvalues of modulus below $l$ are harmless, by `tendsto_of_dominant`.

## The complete file

```lean
import Mathlib

open Filter Topology

namespace DegeneratePowerIteration

noncomputable section

variable {E : Type*} [NormedAddCommGroup E] [InnerProductSpace ℝ E] [FiniteDimensional ℝ E]

/-- The unit vector `v / ‖v‖` along a nonzero vector `v`. -/
def direction (v : E) : E := ‖v‖⁻¹ • v

/-- The `k`-th power iterate `A^k x / ‖A^k x‖` of the start `x`, for `A^k x ≠ 0`. -/
def powerIterate (A : E →ₗ[ℝ] E) (x : E) (k : ℕ) : E := direction ((A ^ k) x)

/-- The orthogonal projector onto the eigenspace of `A` at `l`. -/
def topProjector (A : E →ₗ[ℝ] E) (l : ℝ) : E →L[ℝ] E :=
  (Module.End.eigenspace A l).starProjection

/-- `l` is a positive eigenvalue of `A`, of any multiplicity, and every other eigenvalue is
strictly smaller in modulus. -/
structure IsDominant (A : E →ₗ[ℝ] E) (l : ℝ) : Prop where
  eigen : Module.End.HasEigenvalue A l
  pos : 0 < l
  gap : ∀ μ : ℝ, Module.End.HasEigenvalue A μ → μ ≠ l → |μ| < l

omit [FiniteDimensional ℝ E] in
/-- Rescaling a vector by a positive factor does not change its direction. -/
theorem direction_smul {c : ℝ} (hc : 0 < c) (v : E) : direction (c • v) = direction v := by
  have h : (c * ‖v‖)⁻¹ * c = ‖v‖⁻¹ := by
    rw [mul_inv, mul_right_comm, inv_mul_cancel₀ hc.ne', one_mul]
  unfold direction
  rw [norm_smul, Real.norm_of_nonneg hc.le, smul_smul, h]

omit [FiniteDimensional ℝ E] in
/-- On an eigenvector, `A^k` acts as the `k`-th power of the eigenvalue. -/
theorem pow_apply_eigen {A : E →ₗ[ℝ] E} {μ : ℝ} {v : E} (h : A v = μ • v) (k : ℕ) :
    (A ^ k) v = μ ^ k • v := by
  induction k with
  | zero => simp
  | succ k ih => rw [pow_succ', Module.End.mul_apply, ih, map_smul, h, smul_smul, pow_succ]


/-- For symmetric `A` with dominant eigenvalue `l`, a vector `w` orthogonal to the eigenspace
of `l` is filtered out: `A^k w / l^k` tends to zero. -/
theorem filtered_out {A : E →ₗ[ℝ] E} {l : ℝ} (hA : A.IsSymmetric) (hd : IsDominant A l)
    (w : E) (hw : ∀ u ∈ Module.End.eigenspace A l, inner ℝ u w = 0) :
    Tendsto (fun k : ℕ => l⁻¹ ^ k • (A ^ k) w) atTop (𝓝 0) := by
  let b := hA.eigenvectorBasis rfl
  obtain ⟨μ, hμ⟩ : ∃ μ : Fin (Module.finrank ℝ E) → ℝ, ∀ i, A (b i) = μ i • b i :=
    ⟨hA.eigenvalues rfl, fun i => hA.apply_eigenvectorBasis rfl i⟩
  -- expansion in the eigenbasis
  have hk : ∀ k : ℕ, ∑ i, ((μ i / l) ^ k * inner ℝ (b i) w) • b i = l⁻¹ ^ k • (A ^ k) w := by
    intro k
    conv_rhs => rw [← b.sum_repr' w]
    rw [map_sum, Finset.smul_sum]
    refine Finset.sum_congr rfl fun i _ => ?_
    rw [map_smul, pow_apply_eigen (hμ i), smul_smul, smul_smul]
    congr 1
    rw [div_eq_mul_inv, mul_pow]
    ring
  refine Tendsto.congr hk ?_
  rw [← Finset.sum_const_zero (s := (Finset.univ : Finset (Fin (Module.finrank ℝ E))))]
  refine tendsto_finsetSum _ fun i _ => ?_
  by_cases h : μ i = l
  · -- components in the top eigenspace are absent
    have h0 := hw (b i) (Module.End.mem_eigenspace_iff.2 (by rw [hμ i, h]))
    simp [h0]
  · -- all others decay geometrically
    have hev : Module.End.HasEigenvalue A (μ i) :=
      Module.End.hasEigenvalue_of_hasEigenvector
        ⟨Module.End.mem_eigenspace_iff.2 (hμ i), b.orthonormal.ne_zero i⟩
    have hlt : |μ i / l| < 1 := by
      rw [abs_div, abs_of_pos hd.pos, div_lt_one hd.pos]
      exact hd.gap _ hev h
    have ht := ((tendsto_pow_atTop_nhds_zero_of_abs_lt_one hlt).mul_const
      (inner ℝ (b i) w)).smul_const (b i)
    rwa [zero_mul, zero_smul] at ht

/-- For symmetric `A` with dominant eigenvalue `l`, the iterates of a start `x` with `P x ≠ 0`
tend to `P x / ‖P x‖`, where `P` projects orthogonally onto the eigenspace of `l`. -/
theorem tendsto_of_dominant {A : E →ₗ[ℝ] E} {l : ℝ} (hA : A.IsSymmetric)
    (hd : IsDominant A l) {x : E} (hx : topProjector A l x ≠ 0) :
    Tendsto (powerIterate A x) atTop (𝓝 (direction (topProjector A l x))) := by
  have hP : topProjector A l x ∈ Module.End.eigenspace A l :=
    Submodule.starProjection_apply_mem _ x
  have hw : x - topProjector A l x ∈ (Module.End.eigenspace A l)ᗮ :=
    Submodule.sub_starProjection_mem_orthogonal x
  have h := (filtered_out hA hd _ ((Submodule.mem_orthogonal _ _).1 hw)).const_add
    (topProjector A l x)
  rw [add_zero] at h
  -- the scaled powers converge to the projection
  have hs : Tendsto (fun k : ℕ => l⁻¹ ^ k • (A ^ k) x) atTop (𝓝 (topProjector A l x)) := by
    refine h.congr fun k => ?_
    rw [map_sub, pow_apply_eigen (Module.End.mem_eigenspace_iff.1 hP), smul_sub, smul_smul,
      ← mul_pow, inv_mul_cancel₀ hd.pos.ne', one_pow, one_smul, add_sub_cancel]
  -- normalisation is continuous away from zero and removes the scale
  exact ((hs.norm.inv₀ (norm_ne_zero_iff.2 hx)).smul hs).congr fun k =>
    direction_smul (pow_pos (inv_pos.2 hd.pos) k) _

/-- **Degenerate power iteration.** Let `A` be symmetric positive semidefinite with largest
eigenvalue `l > 0`, possibly degenerate, and `P` the orthogonal projector onto its eigenspace.
If `P x ≠ 0`, then `A^k x / ‖A^k x‖` tends to `P x / ‖P x‖`. -/
theorem powerIterate_tendsto {A : E →ₗ[ℝ] E} {l : ℝ} (hA : A.IsSymmetric)
    (hpos : ∀ v, 0 ≤ inner ℝ v (A v)) (hl : Module.End.HasEigenvalue A l)
    (hmax : ∀ μ : ℝ, Module.End.HasEigenvalue A μ → μ ≤ l) (hl0 : 0 < l)
    {x : E} (hx : topProjector A l x ≠ 0) :
    Tendsto (powerIterate A x) atTop (𝓝 (direction (topProjector A l x))) := by
  refine tendsto_of_dominant hA ⟨hl, hl0, fun μ hμ hne => ?_⟩ hx
  -- positivity excludes negative eigenvalues
  obtain ⟨v, hv⟩ := hμ.exists_hasEigenvector
  have h := hpos v
  rw [hv.apply_eq_smul, real_inner_smul_right, real_inner_self_eq_norm_sq] at h
  have hn : 0 < ‖v‖ ^ 2 := pow_pos (norm_pos_iff.2 hv.2) 2
  have h0 : 0 ≤ μ := by
    by_contra hc
    have := mul_neg_of_neg_of_pos (not_le.1 hc) hn
    linarith
  rw [abs_of_nonneg h0]
  exact lt_of_le_of_ne (hmax μ hμ) hne

/-- For symmetric `A` with dominant eigenvalue `l`, the iteration from `x` converges to a given
unit vector `v` of the eigenspace of `l` exactly when the projection of `x` onto that eigenspace
is a positive multiple of `v`. -/
theorem tendsto_iff_projection {A : E →ₗ[ℝ] E} {l : ℝ} (hA : A.IsSymmetric)
    (hd : IsDominant A l) {v : E} (hv : A v = l • v) (hv1 : ‖v‖ = 1) (x : E) :
    Tendsto (powerIterate A x) atTop (𝓝 v) ↔ ∃ c : ℝ, 0 < c ∧ topProjector A l x = c • v := by
  have hv0 : v ≠ 0 := norm_ne_zero_iff.1 (by rw [hv1]; exact one_ne_zero)
  constructor
  · intro h
    by_cases hx : topProjector A l x = 0
    · -- a start without top component stays orthogonal to `v`
      exfalso
      have hw : x - topProjector A l x ∈ (Module.End.eigenspace A l)ᗮ :=
        Submodule.sub_starProjection_mem_orthogonal x
      rw [hx, sub_zero] at hw
      have hk : ∀ k : ℕ, inner ℝ v ((A ^ k) x) = 0 := by
        intro k
        induction k with
        | zero => exact (Submodule.mem_orthogonal _ _).1 hw v (Module.End.mem_eigenspace_iff.2 hv)
        | succ k ih =>
          rw [pow_succ', Module.End.mul_apply, ← hA v, hv, real_inner_smul_left, ih, mul_zero]
      have h1 : Tendsto (fun k => inner ℝ v (powerIterate A x k)) atTop (𝓝 (inner ℝ v v)) :=
        tendsto_const_nhds.inner h
      have h2 : ∀ k, inner ℝ v (powerIterate A x k) = 0 := fun k => by
        unfold powerIterate direction
        rw [real_inner_smul_right, hk k, mul_zero]
      have h3 := tendsto_nhds_unique (h1.congr h2) tendsto_const_nhds
      rw [real_inner_self_eq_norm_sq, hv1] at h3
      norm_num at h3
    · refine ⟨‖topProjector A l x‖, norm_pos_iff.2 hx, ?_⟩
      rw [tendsto_nhds_unique h (tendsto_of_dominant hA hd hx)]
      exact (smul_inv_smul₀ (norm_ne_zero_iff.2 hx) _).symm
  · rintro ⟨c, hc, hx⟩
    have h := tendsto_of_dominant hA hd (x := x) (by rw [hx]; exact smul_ne_zero hc.ne' hv0)
    have e : direction v = v := by
      unfold direction
      rw [hv1, inv_one, one_smul]
    rwa [hx, direction_smul hc, e] at h


/-- If the dominant eigenvalue `l` of a symmetric `A` is degenerate, there are two starts whose
power iterations converge to mutually orthogonal unit vectors. -/
theorem limit_depends_on_start {A : E →ₗ[ℝ] E} {l : ℝ} (hA : A.IsSymmetric)
    (hd : IsDominant A l) (hdeg : 1 < Module.finrank ℝ (Module.End.eigenspace A l)) :
    ∃ x y u v : E, ‖u‖ = 1 ∧ ‖v‖ = 1 ∧ inner ℝ u v = 0 ∧
      Tendsto (powerIterate A x) atTop (𝓝 u) ∧ Tendsto (powerIterate A y) atTop (𝓝 v) := by
  let b := stdOrthonormalBasis ℝ (Module.End.eigenspace A l)
  -- a unit vector of the eigenspace is its own limit
  have key : ∀ i, Tendsto (powerIterate A (b i : E)) atTop (𝓝 (b i : E)) := fun i =>
    (tendsto_iff_projection hA hd (Module.End.mem_eigenspace_iff.1 (b i).2)
      (b.orthonormal.1 i) _).2 ⟨1, one_pos, by
        rw [one_smul]
        exact Submodule.starProjection_eq_self_iff.2 (b i).2⟩
  have hne : (⟨0, by omega⟩ : Fin (Module.finrank ℝ (Module.End.eigenspace A l))) ≠
      ⟨1, hdeg⟩ := by
    intro h
    exact absurd (congrArg Fin.val h) zero_ne_one
  exact ⟨_, _, _, _, b.orthonormal.1 _, b.orthonormal.1 _, b.orthonormal.2 hne, key _, key _⟩

end

end DegeneratePowerIteration
```

```lean
#print axioms DegeneratePowerIteration.powerIterate_tendsto
#print axioms DegeneratePowerIteration.limit_depends_on_start
```

```
'DegeneratePowerIteration.powerIterate_tendsto' depends on axioms: [propext, Classical.choice, Quot.sound]
'DegeneratePowerIteration.limit_depends_on_start' depends on axioms: [propext, Classical.choice, Quot.sound]
```

## From the eigenbasis to the limit in the code

`direction_smul` removes positive factors, and `pow_apply_eigen` proves $A^kv=\mu^kv$ by induction.

`filtered_out` is the decay of $w$. Its `hk` is the eigenbasis expansion, and `by_cases h : μ i = l` separates the absent components from the decaying ones.

`tendsto_of_dominant` adds $Px$ back to obtain `hs`, the limit of $l^{-k}A^kx$. It then combines the continuity of norm, inverse and scalar multiplication with `direction_smul`.

`powerIterate_tendsto` only has to derive the gap in modulus: `hpos`, applied to an eigenvector, excludes negative eigenvalues.

In `tendsto_iff_projection`, the case $Px=0$ is refuted by the inner product with $v$, where `hk` uses symmetry to move $A$ onto $v$. The other case is uniqueness of limits. `limit_depends_on_start` applies this equivalence with $c=1$ to two members of an orthonormal basis of the eigenspace.
